# The fcc two-point k-set averages a lattice shell to zero unless all three indices are multiples of four

Let $\mathbf R=(a/2)(n_0,n_1,n_2)$ be a vector of the fcc lattice with cubic lattice constant $a$, so that the $n_i$ are integers with an even sum. Measure $k$ in units of $2\pi/a$ along the cubic axes, and put

$$P_n(k)=\sum_{s}\prod_{i=0}^{2}\cos(\pi n_{s(i)}k_i),$$

where $s$ runs over the six permutations of the axes. Then

$$\tfrac34P_n(\tfrac34,\tfrac14,\tfrac14)+\tfrac14P_n(\tfrac14,\tfrac14,\tfrac14)=0$$

exactly when $n_0,n_1,n_2$ are not all divisible by 4. The average therefore vanishes for the shells 110, 200, 211, 220, 310, 222 and 321. The first nonzero shell on which it fails to vanish is 400, where it equals $-6$.

```lean
import Mathlib

open Real

namespace FccTwoPointSet

noncomputable section
```

## Shell functions and the two points

The phase of a Bloch sum at $\mathbf R$ is $\mathbf k\cdot\mathbf R=\pi\sum_i n_ik_i$. Adding $e^{i\mathbf k\cdot\mathbf R}$ over the eight sign choices of the components gives $8\prod_i\cos(\pi n_ik_i)$, and adding over the permutations as well gives $8P_n(k)$. So $P_n$ is, up to a factor, the sum of plane waves over all vectors that the full cubic point group makes out of $\mathbf R$. "Shell" here means such a set of symmetry-related vectors.

In Lean a triple is a function `Fin 3 → ℤ`, a k-point is a function `Fin 3 → ℝ`, and the axes are numbered 0, 1, 2 as above. The definition accepts any integer triple; the even sum that selects the fcc lattice enters later as a hypothesis. All six permutations are counted even if components coincide, so $P_n(0)=6$ for every $n$, and the mean over symmetry-related plane waves is $P_n/6$.

```lean
/-- The shell function `P_n(k)`: the sum over all permutations `s` of the products of
`cos (π n_{s(i)} k_i)`, with `k` in units of `2π/a` and lattice vector `(a/2) n`. -/
def shell (n : Fin 3 → ℤ) (k : Fin 3 → ℝ) : ℝ :=
  ∑ s : Equiv.Perm (Fin 3), ∏ i, Real.cos (π * (n (s i) : ℝ) * k i)
```

The first special point has one coordinate equal to $3/4$.

```lean
/-- The special point `(3/4, 1/4, 1/4)`. -/
def kA : Fin 3 → ℝ := ![3 / 4, 1 / 4, 1 / 4]
```

The second lies on the cube diagonal.

```lean
/-- The special point `(1/4, 1/4, 1/4)`. -/
def kB : Fin 3 → ℝ := fun _ => 1 / 4
```

The cubic point group turns the first point into 24 points and the second into 8. The weights $24/32=3/4$ and $8/32=1/4$ are these multiplicities divided by their total, as when a sum over equally weighted k-points is reduced by symmetry. Lean takes the weights as part of the definition and applies the rule to an arbitrary real function of $k$.

```lean
/-- The two-point rule: the average of `f` over the special points with weights
`3/4` and `1/4`. -/
def twoPoint (f : (Fin 3 → ℝ) → ℝ) : ℝ := 3 / 4 * f kA + 1 / 4 * f kB
```

## Three values of the squared phase factor

At the coordinate $1/4$, a component $m$ contributes $\cos(\pi m/4)$. Write $c_i=\cos(\pi n_i/4)$ for the three components of $n$.

```lean
/-- The phase factor `cos (π m / 4)` of one integer component `m`. -/
def quarterCos (m : ℤ) : ℝ := Real.cos (π * (m : ℝ) / 4)
```

If $m$ is odd, then $\cos(2\cdot\pi m/4)=\cos(\pi m/2)=0$. The half-angle identity $\cos^2x=\tfrac12(1+\cos2x)$ gives $\cos^2(\pi m/4)=\tfrac12$. The proof writes $m=2j+1$ and follows the same two steps.

```lean
/-- For an odd component the squared phase factor is `1/2`. -/
theorem quarterCos_sq_of_odd {m : ℤ} (h : m % 2 = 1) : quarterCos m ^ 2 = 1 / 2 := by
  obtain ⟨j, hj⟩ : ∃ j, m = 2 * j + 1 := ⟨m / 2, by omega⟩
  have h0 : Real.cos (2 * (π * (m : ℝ) / 4)) = 0 :=
    Real.cos_eq_zero_iff.mpr ⟨j, by rw [hj]; push_cast; ring⟩
  rw [quarterCos, Real.cos_sq, h0]
  norm_num
```

If $m=4j$, the angle is $j\pi$. Its sine vanishes, so its squared cosine is 1.

```lean
/-- For a component divisible by four the squared phase factor is `1`. -/
theorem quarterCos_sq_of_four_dvd {m : ℤ} (h : 4 ∣ m) : quarterCos m ^ 2 = 1 := by
  obtain ⟨j, hj⟩ := h
  have e : π * (m : ℝ) / 4 = (j : ℝ) * π := by rw [hj]; push_cast; ring
  have hs := Real.sin_sq_add_cos_sq ((j : ℝ) * π)
  rw [Real.sin_int_mul_pi] at hs
  rw [quarterCos, e]
  linarith
```

If $m=4j+2$, the angle is $(2j+1)\pi/2$, and the cosine itself is zero.

```lean
/-- For a component that leaves remainder two on division by four the phase factor
vanishes. -/
theorem quarterCos_of_two {m : ℤ} (h : m % 4 = 2) : quarterCos m = 0 := by
  obtain ⟨j, hj⟩ : ∃ j, m = 4 * j + 2 := ⟨m / 4, by omega⟩
  exact Real.cos_eq_zero_iff.mpr ⟨j, by rw [hj]; push_cast; ring⟩
```

## A closed form for every integer triple

At the first point one axis is special, and the sum over permutations has to be organised by which component lands on it. Of the six permutations, two send axis 0 to any given axis $j$, so for any numbers $g_j$

$$\sum_s g_{s(0)}=2\sum_j g_j .$$

The Lean proof splits a permutation of three objects into the image of 0 and a permutation of the remaining two. The second factor supplies the 2.

```lean
/-- Summed over all permutations of three axes, a quantity that depends only on the image
of the first axis counts each axis twice. -/
theorem sum_perm_first (g : Fin 3 → ℝ) :
    ∑ s : Equiv.Perm (Fin 3), g (s 0) = 2 * ∑ j, g j := by
  have h := Equiv.sum_comp (Equiv.Perm.decomposeFin (n := 2)).symm
    (fun s : Equiv.Perm (Fin 3) => g (s 0))
  rw [← h, Fintype.sum_prod_type, Finset.mul_sum]
  refine Finset.sum_congr rfl fun p _ => ?_
  simp [Equiv.Perm.decomposeFin_symm_apply_zero, Fintype.card_perm]
```

Now let $C=c_0c_1c_2$ and $Q=c_0^2+c_1^2+c_2^2$. At the second point every permutation gives the same product, hence

$$P_n(\tfrac14,\tfrac14,\tfrac14)=6C .$$

At the first point the triple-angle formula gives $\cos(3\pi n_i/4)=4c_i^3-3c_i=c_i(4c_i^2-3)$. One factor $c_i$ completes the product $C$, and what remains depends only on $s(0)$:

$$P_n(\tfrac34,\tfrac14,\tfrac14)=C\sum_s\bigl(4c_{s(0)}^2-3\bigr)=2C(4Q-9).$$

The weighted average is

$$\tfrac34\cdot2C(4Q-9)+\tfrac14\cdot6C=6CQ-\tfrac{27}{2}C+\tfrac32C=6C(Q-2).$$

In the proof, `q` and `t` rewrite the cosines at coordinates $1/4$ and $3/4$, `e` says that a permutation leaves the product $C$ unchanged, and `hB` and `hA` are the two displayed values of $P_n$. The last `ring` is the weighted average.

```lean
/-- Closed form of the two-point average of a shell function, for every integer triple:
with `c_i = cos (π n_i / 4)` it is `6 c₀ c₁ c₂ (c₀² + c₁² + c₂² - 2)`. -/
theorem twoPoint_shell (n : Fin 3 → ℤ) :
    twoPoint (shell n) =
      6 * (∏ i, quarterCos (n i)) * (∑ i, quarterCos (n i) ^ 2 - 2) := by
  have q : ∀ m : ℤ, Real.cos (π * (m : ℝ) * (1 / 4)) = quarterCos m := by
    intro m
    rw [quarterCos]
    congr 1
    ring
  -- the triple-angle formula relates the coordinate 3/4 to the coordinate 1/4
  have t : ∀ m : ℤ, Real.cos (π * (m : ℝ) * (3 / 4)) =
      quarterCos m * (4 * quarterCos m ^ 2 - 3) := by
    intro m
    rw [show π * (m : ℝ) * (3 / 4) = 3 * (π * (m : ℝ) / 4) by ring, Real.cos_three_mul]
    unfold quarterCos
    ring
  have e : ∀ s : Equiv.Perm (Fin 3),
      ∏ i, quarterCos (n (s i)) = ∏ i, quarterCos (n i) :=
    fun s => Equiv.prod_comp s (fun i => quarterCos (n i))
  have hB : shell n kB = 6 * ∏ i, quarterCos (n i) := by
    have h : ∀ s : Equiv.Perm (Fin 3),
        ∏ i, Real.cos (π * (n (s i) : ℝ) * kB i) = ∏ i, quarterCos (n i) :=
      fun s => (Finset.prod_congr rfl fun i _ => q (n (s i))).trans (e s)
    rw [shell, Finset.sum_congr rfl fun s _ => h s, Finset.sum_const, Finset.card_univ,
      Fintype.card_perm, Fintype.card_fin, nsmul_eq_mul]
    norm_num [Nat.factorial]
  have hA : shell n kA =
      (∏ i, quarterCos (n i)) * (2 * ∑ j, (4 * quarterCos (n j) ^ 2 - 3)) := by
    have h : ∀ s : Equiv.Perm (Fin 3), ∏ i, Real.cos (π * (n (s i) : ℝ) * kA i) =
        (∏ i, quarterCos (n i)) * (4 * quarterCos (n (s 0)) ^ 2 - 3) := by
      intro s
      rw [← e s, Fin.prod_univ_three, Fin.prod_univ_three]
      change Real.cos (π * (n (s 0) : ℝ) * (3 / 4)) * Real.cos (π * (n (s 1) : ℝ) * (1 / 4)) *
        Real.cos (π * (n (s 2) : ℝ) * (1 / 4)) = _
      rw [t, q, q]
      ring
    have hs : ∑ s : Equiv.Perm (Fin 3), (4 * quarterCos (n (s 0)) ^ 2 - 3) =
        2 * ∑ j, (4 * quarterCos (n j) ^ 2 - 3) :=
      sum_perm_first (fun j => 4 * quarterCos (n j) ^ 2 - 3)
    rw [shell, Finset.sum_congr rfl fun s _ => h s, ← Finset.mul_sum, hs]
  rw [twoPoint, hA, hB]
  simp only [Fin.sum_univ_three]
  ring
```

## Which fcc shells survive

For an fcc vector the closed form leaves three possibilities.

- Some component leaves remainder 2 on division by 4. Then its $c_i$ is zero, so $C=0$ and the average vanishes.
- No component does, and some component is odd. The even sum then forces exactly two odd components, and the third is a multiple of 4. Hence $Q=\tfrac12+\tfrac12+1=2$, and the bracket vanishes.
- All components are multiples of 4. Then $Q=3$ and $C=\pm1$, so the average is $\pm6$, or $\pm1$ for the normalised function $P_n/6$.

The theorem states the resulting equivalence. Its first half treats the third possibility: if the average were zero, $C$ would have to vanish, although each $c_i^2$ is 1. Its second half treats the other two. There `omega` derives from the parity of the sum that the multiple of 4 sits on axis 0, 1 or 2 with odd components on the other two axes, and each placement is then evaluated.

```lean
/-- For an fcc lattice vector (integer triple with even sum) the two-point average of the
shell function vanishes exactly when the components are not all divisible by four. -/
theorem twoPoint_shell_eq_zero_iff (n : Fin 3 → ℤ) (hn : Even (n 0 + n 1 + n 2)) :
    twoPoint (shell n) = 0 ↔ ¬ ∀ i, 4 ∣ n i := by
  rw [twoPoint_shell]
  constructor
  · intro h h4
    have hc : ∀ i, quarterCos (n i) ^ 2 = 1 := fun i => quarterCos_sq_of_four_dvd (h4 i)
    have hp : ∏ i, quarterCos (n i) ≠ 0 := by
      refine Finset.prod_ne_zero_iff.mpr fun i _ h0 => ?_
      have h1 := hc i
      rw [h0] at h1
      norm_num at h1
    rw [Fin.sum_univ_three, hc, hc, hc] at h
    apply hp
    linarith
  · intro h
    by_cases h2 : ∃ i, n i % 4 = 2
    · -- one vanishing phase factor removes every term
      obtain ⟨i, hi⟩ := h2
      rw [Finset.prod_eq_zero (Finset.mem_univ i) (quarterCos_of_two hi)]
      ring
    · -- otherwise exactly two components are odd, and the squares add up to two
      have h3 : ∀ i, n i % 4 ≠ 2 := fun i hi => h2 ⟨i, hi⟩
      have h4 : ¬ (4 ∣ n 0 ∧ 4 ∣ n 1 ∧ 4 ∣ n 2) := by
        rintro ⟨a, b, c⟩
        apply h
        intro i
        fin_cases i
        exacts [a, b, c]
      have a0 := h3 0
      have a1 := h3 1
      have a2 := h3 2
      have hpar := Int.even_iff.mp hn
      have hcase : (4 ∣ n 0 ∧ n 1 % 2 = 1 ∧ n 2 % 2 = 1) ∨
          (n 0 % 2 = 1 ∧ 4 ∣ n 1 ∧ n 2 % 2 = 1) ∨
          (n 0 % 2 = 1 ∧ n 1 % 2 = 1 ∧ 4 ∣ n 2) := by omega
      rw [Fin.sum_univ_three]
      rcases hcase with ⟨a, b, c⟩ | ⟨a, b, c⟩ | ⟨a, b, c⟩
      · rw [quarterCos_sq_of_four_dvd a, quarterCos_sq_of_odd b, quarterCos_sq_of_odd c]
        ring
      · rw [quarterCos_sq_of_odd a, quarterCos_sq_of_four_dvd b, quarterCos_sq_of_odd c]
        ring
      · rw [quarterCos_sq_of_odd a, quarterCos_sq_of_odd b, quarterCos_sq_of_four_dvd c]
        ring
```

The even sum is needed. Take $n=(1,0,0)$, whose components are not all divisible by 4. Here $C=1/\sqrt2$ and $Q=5/2$, so the average is $3/\sqrt2$ and not zero. The vector $(a/2)(1,0,0)$ belongs to a simple cubic lattice of spacing $a/2$, but not to the fcc lattice.

## Up to the shell 400

A nonzero multiple of 4 has a square of at least 16. If all components of $n$ are multiples of 4 and $n_0^2+n_1^2+n_2^2<16$, then each component is zero. Every nonzero fcc vector shorter than $2a$ is therefore averaged to zero. The vector $n=0$ has to be excluded, because $P_0$ is the constant 6 and its average is 6.

```lean
/-- The two-point average vanishes for every nonzero fcc lattice vector with
`n₀² + n₁² + n₂² < 16`. -/
theorem twoPoint_shell_of_short (n : Fin 3 → ℤ) (hn : Even (n 0 + n 1 + n 2))
    (h0 : n ≠ 0) (hlt : n 0 ^ 2 + n 1 ^ 2 + n 2 ^ 2 < 16) : twoPoint (shell n) = 0 := by
  refine (twoPoint_shell_eq_zero_iff n hn).mpr fun h4 => h0 ?_
  -- a multiple of four with square below sixteen is zero
  have hz : ∀ z : ℤ, 4 ∣ z → z ^ 2 < 16 → z = 0 := by
    rintro _ ⟨m, rfl⟩ h
    have h1 : m < 1 := by nlinarith
    have h2 : -1 < m := by nlinarith
    omega
  have s0 := sq_nonneg (n 0)
  have s1 := sq_nonneg (n 1)
  have s2 := sq_nonneg (n 2)
  have z0 := hz (n 0) (h4 0) (by linarith)
  have z1 := hz (n 1) (h4 1) (by linarith)
  have z2 := hz (n 2) (h4 2) (by linarith)
  funext i
  fin_cases i
  exacts [z0, z1, z2]
```

For the named shells, 110 and 310 vanish because $Q=2$; the other five contain a component equal to 2 and vanish because $C=0$. For 400 the phase factors are $-1,1,1$, so the average is $6\cdot(-1)\cdot(3-2)=-6$. In normalised form this is $-1$: all plane waves of the shell have the value $-1$ at both special points. Lean settles the seven zeros by deciding parity and divisibility, and evaluates the last shell from the closed form.

```lean
/-- The shells 110, 200, 211, 220, 310, 222 and 321 average to zero, whereas the shell 400
gives `-6`. -/
theorem named_shells :
    (∀ n ∈ ([![1, 1, 0], ![2, 0, 0], ![2, 1, 1], ![2, 2, 0], ![3, 1, 0], ![2, 2, 2],
      ![3, 2, 1]] : List (Fin 3 → ℤ)), twoPoint (shell n) = 0) ∧
    twoPoint (shell ![4, 0, 0]) = -6 := by
  constructor
  · intro n hn
    simp only [List.mem_cons, List.not_mem_nil, or_false] at hn
    rcases hn with rfl | rfl | rfl | rfl | rfl | rfl | rfl <;>
      exact (twoPoint_shell_eq_zero_iff _ (by decide)).mpr (by decide)
  · have h4 : quarterCos 4 = -1 := by
      rw [quarterCos, show π * ((4 : ℤ) : ℝ) / 4 = π by push_cast; ring, Real.cos_pi]
    have h0 : quarterCos 0 = 1 := by simp [quarterCos]
    rw [twoPoint_shell, Fin.prod_univ_three, Fin.sum_univ_three]
    change 6 * (quarterCos 4 * quarterCos 0 * quarterCos 0) *
      (quarterCos 4 ^ 2 + quarterCos 0 ^ 2 + quarterCos 0 ^ 2 - 2) = -6
    rw [h4, h0]
    norm_num
```

## Averaging a band function

Consider a function with a finite shell expansion,

$$f(k)=f_0+\sum_{n\in S}a_nP_n(k),$$

where every $n\in S$ is an fcc vector whose components are not all divisible by 4. The rule is linear and its weights add up to 1, so it returns

$$f_0+\sum_{n\in S}a_n\cdot0=f_0 .$$

In Lean `S` is a finite set of triples, which may be empty, and the coefficients `a` (here not the lattice constant) are arbitrary real numbers. They multiply the unnormalised $P_n$, so the coefficient of the normalised function $P_n/6$ is $6a_n$. The proof shows that the weighted shell contributions sum to zero (`h`), regroups them by special point (`e`), and adds the constant.

```lean
/-- For a constant plus a finite combination of fcc shell functions, none with all three
components divisible by four, the two-point rule returns the constant. -/
theorem twoPoint_expansion (S : Finset (Fin 3 → ℤ)) (f₀ : ℝ) (a : (Fin 3 → ℤ) → ℝ)
    (hS : ∀ n ∈ S, Even (n 0 + n 1 + n 2) ∧ ¬ ∀ i, 4 ∣ n i) :
    twoPoint (fun k => f₀ + ∑ n ∈ S, a n * shell n k) = f₀ := by
  have h : ∑ n ∈ S, a n * twoPoint (shell n) = 0 := by
    refine Finset.sum_eq_zero fun n hn => ?_
    rw [(twoPoint_shell_eq_zero_iff n (hS n hn).1).mpr (hS n hn).2, mul_zero]
  -- the rule is linear in the function
  have e : ∑ n ∈ S, a n * twoPoint (shell n) =
      3 / 4 * ∑ n ∈ S, a n * shell n kA + 1 / 4 * ∑ n ∈ S, a n * shell n kB := by
    rw [Finset.mul_sum, Finset.mul_sum, ← Finset.sum_add_distrib]
    refine Finset.sum_congr rfl fun n _ => ?_
    unfold twoPoint
    ring
  change 3 / 4 * (f₀ + ∑ n ∈ S, a n * shell n kA) +
    1 / 4 * (f₀ + ∑ n ∈ S, a n * shell n kB) = f₀
  linarith

end

end FccTwoPointSet
```

The condition on $S$ also excludes $n=0$, so $f_0$ is the whole constant part of $f$. By the orthogonality of plane waves, which serves here only to interpret the theorem, that constant is the average of $f$ over the Brillouin zone. In a periodic electronic-structure calculation, two k-points thus give the zone average of a fully cubic-symmetric band function without sampling error, as long as its expansion is finite and avoids the shells with all indices divisible by 4. If 400 is present with coefficient $a_n$, it adds an error of $-6a_n$.

The finite expansion is an assumption about $f$. It holds for a single tight-binding s band with orthogonal orbitals and hopping of finite range. It does not hold for an integrand that jumps at a Fermi surface, and the theorem gives no error bound for an infinite series.

```lean
#print axioms FccTwoPointSet.twoPoint_shell_eq_zero_iff
-- 'FccTwoPointSet.twoPoint_shell_eq_zero_iff' depends on axioms: [propext, Classical.choice, Quot.sound]
#print axioms FccTwoPointSet.twoPoint_shell_of_short
-- 'FccTwoPointSet.twoPoint_shell_of_short' depends on axioms: [propext, Classical.choice, Quot.sound]
#print axioms FccTwoPointSet.named_shells
-- 'FccTwoPointSet.named_shells' depends on axioms: [propext, Classical.choice, Quot.sound]
#print axioms FccTwoPointSet.twoPoint_expansion
-- 'FccTwoPointSet.twoPoint_expansion' depends on axioms: [propext, Classical.choice, Quot.sound]
```
